# Orbital displacements S-orthogonal to the ground state have stiffness at least the gap times a lower bound on the overlap

In Car–Parrinello molecular dynamics the orbitals oscillate with a fictitious mass, and their slowest oscillation should stay well above the nuclear frequencies. With ultrasoft pseudopotentials, an estimate of that oscillation from the energy gap alone can be too high. The orbitals are orthonormal in an overlap matrix $S$, while the fictitious kinetic energy is taken here in the plain norm, with one mass for all basis functions. In the two-function model at the end the gap is 1, but every allowed nonzero displacement has stiffness 1/2. The bounds below correct the estimate for one occupied orbital in a finite real basis, with the Hamiltonian and overlap held fixed.

## Levels and stiffness in a non-orthogonal metric

An orbital is a real coefficient vector indexed by a finite set `n` of orthonormal basis functions, so $S$ differs from the identity only through the augmentation charges. Write $\langle u,w\rangle=\sum_a u_a w_a$, which is `u ⬝ᵥ w` in Lean, and $\|u\|^2=\langle u,u\rangle$.

```lean
import Mathlib

open Matrix

namespace UltrasoftStiffness

noncomputable section

variable {n : Type*} [Fintype n] [DecidableEq n]
```

The Hamiltonian $H$ and overlap $S$ are real square matrices. The states $\psi_i$, with levels $e_i$, satisfy

$$H\psi_i=e_iS\psi_i,\qquad \langle\psi_i,S\psi_j\rangle=\delta_{ij}.$$

There are as many states as basis functions, because both carry the index type `n`. Let $P$ be the matrix whose rows are the states. Then $PSP^T=1$ and $PHP^T=\mathrm{diag}(e_i)$, so $S$ and $H$ are symmetric without a separate assumption.

```lean
/-- The states `ψ i` solve the generalized eigenvalue problem `H ψ = e S ψ` and are
orthonormal in the overlap `S`; there are as many of them as basis functions. -/
structure IsEigenbasis (H S : Matrix n n ℝ) (e : n → ℝ) (ψ : n → n → ℝ) : Prop where
  eig : ∀ i, H *ᵥ ψ i = e i • (S *ᵥ ψ i)
  orth : ∀ i j, ψ i ⬝ᵥ S *ᵥ ψ j = if i = j then 1 else 0
```

For a displacement $v\neq0$ about a state of energy $\varepsilon$, the stiffness is

$$k_\varepsilon(v)=\frac{\langle v,(H-\varepsilon S)v\rangle}{\langle v,v\rangle}.$$

The denominator is the squared plain norm because the fictitious kinetic energy is taken as $\mu\langle\dot v,\dot v\rangle$, with mass parameter $\mu$. A kinetic energy built with $S$ would put $\langle v,Sv\rangle$ there instead; the lowest stiffness among displacements $S$-orthogonal to the ground state would then be the gap itself, and no bounds on $S$ would be needed.

```lean
/-- The stiffness `⟨v, (H - ε S) v⟩ / ⟨v, v⟩` of an orbital displacement `v`
about a state of energy `ε`. -/
def stiffness (H S : Matrix n n ℝ) (ε : ℝ) (v : n → ℝ) : ℝ :=
  (v ⬝ᵥ (H - ε • S) *ᵥ v) / (v ⬝ᵥ v)
```

## Expansion in eigenstates

Since $P$ is square, the right inverse in $(PS)P^T=1$ is also a left inverse, so $P^T(PS)=1$. Applied to $v$, this gives

$$v=\sum_i a_i\psi_i,\qquad a_i=\langle\psi_i,Sv\rangle.$$

In the proof, `mul_eq_one_comm` exchanges the two factors.

```lean
variable {H S : Matrix n n ℝ} {e : n → ℝ} {ψ : n → n → ℝ}

/-- Every orbital is the sum of the eigenstates weighted by its amplitudes `⟨ψ i, S v⟩`. -/
theorem IsEigenbasis.expansion (h : IsEigenbasis H S e ψ) (v : n → ℝ) :
    v = ∑ i, (ψ i ⬝ᵥ S *ᵥ v) • ψ i := by
  -- orthonormality says that `S Pᵀ` is a right inverse of the matrix `P` of states
  have h1 : (Matrix.of ψ * S) * (Matrix.of ψ)ᵀ = 1 := by
    ext i j
    rw [Matrix.mul_assoc, Matrix.one_apply]
    exact h.orth i j
  have h2 : (Matrix.of ψ)ᵀ * (Matrix.of ψ * S) = 1 := mul_eq_one_comm.mp h1
  calc v = ((Matrix.of ψ)ᵀ * (Matrix.of ψ * S)) *ᵥ v := by rw [h2, Matrix.one_mulVec]
    _ = (Matrix.of ψ)ᵀ *ᵥ (Matrix.of ψ *ᵥ (S *ᵥ v)) := by
        simp only [Matrix.mulVec_mulVec]
    _ = ∑ i, (ψ i ⬝ᵥ S *ᵥ v) • ψ i := by
        ext a
        simp only [Finset.sum_apply, Pi.smul_apply, smul_eq_mul]
        change ∑ i, ψ i a * (ψ i ⬝ᵥ S *ᵥ v) = _
        exact Finset.sum_congr rfl fun i _ => mul_comm _ _
```

The inner product is linear in its first argument, so for any coefficients $c_i$ and vectors $\varphi_i$, $\langle\sum_i c_i\varphi_i,w\rangle=\sum_i c_i\langle\varphi_i,w\rangle$.

```lean
omit [DecidableEq n] in
private theorem sum_dot (c : n → ℝ) (φ : n → n → ℝ) (w : n → ℝ) :
    (∑ i, c i • φ i) ⬝ᵥ w = ∑ i, c i * (φ i ⬝ᵥ w) := by
  simp only [dotProduct, Finset.sum_apply, Pi.smul_apply, smul_eq_mul, Finset.sum_mul,
    Finset.mul_sum, mul_assoc]
  exact Finset.sum_comm
```

Inserting the expansion of $v$ gives $\langle v,w\rangle=\sum_i a_i\langle\psi_i,w\rangle$.

```lean
private theorem dot_expand (h : IsEigenbasis H S e ψ) (v w : n → ℝ) :
    v ⬝ᵥ w = ∑ i, (ψ i ⬝ᵥ S *ᵥ v) * (ψ i ⬝ᵥ w) :=
  (congrArg (fun u => u ⬝ᵥ w) (h.expansion v)).trans (sum_dot _ _ _)
```

With $w=S\psi_i$, orthonormality leaves a single term of the sum, and $\langle v,S\psi_i\rangle=a_i$. The overlap with an eigenstate is therefore the same in either order.

```lean
/-- The overlap of an orbital with an eigenstate is the same in either order. -/
theorem IsEigenbasis.overlap_symm (h : IsEigenbasis H S e ψ) (v : n → ℝ) (i : n) :
    v ⬝ᵥ S *ᵥ ψ i = ψ i ⬝ᵥ S *ᵥ v := by
  rw [dot_expand h v (S *ᵥ ψ i)]
  simp only [h.orth, mul_ite, mul_one, mul_zero, Finset.sum_ite_eq', Finset.mem_univ, if_true]
```

## Energy as a sum over levels

Subtracting $\varepsilon S\psi_j$ from the eigenvalue equation gives

$$(H-\varepsilon S)\psi_j=(e_j-\varepsilon)S\psi_j.$$

```lean
private theorem shift_eig (h : IsEigenbasis H S e ψ) (ε : ℝ) (j : n) :
    (H - ε • S) *ᵥ ψ j = (e j - ε) • (S *ᵥ ψ j) := by
  have hs : (ε • S) *ᵥ ψ j = ε • (S *ᵥ ψ j) := by
    ext a
    simp [Matrix.mulVec, dotProduct, Finset.mul_sum, mul_assoc]
  rw [Matrix.sub_mulVec, hs, h.eig, sub_smul]
```

Expanding $v$ on the right of the matrix element,

$$\langle\psi_i,(H-\varepsilon S)v\rangle=\sum_j a_j(e_j-\varepsilon)\delta_{ij}=(e_i-\varepsilon)a_i .$$

Expanding the left-hand $v$ as well,

$$\langle v,(H-\varepsilon S)v\rangle=\sum_i(e_i-\varepsilon)a_i^2 .$$

In the proof, `key` supplies the matrix elements between eigenstates and `amp` the first displayed equation.

```lean
/-- The quadratic form `⟨v, (H - ε S) v⟩` is the sum of `e i - ε` over the levels, weighted by the
squared amplitudes. -/
theorem IsEigenbasis.shifted_energy (h : IsEigenbasis H S e ψ) (ε : ℝ) (v : n → ℝ) :
    v ⬝ᵥ (H - ε • S) *ᵥ v = ∑ i, (e i - ε) * (ψ i ⬝ᵥ S *ᵥ v) ^ 2 := by
  have key : ∀ i j, ψ j ⬝ᵥ (ψ i ᵥ* (H - ε • S)) = (e j - ε) * (if i = j then 1 else 0) := by
    intro i j
    rw [dotProduct_comm, ← Matrix.dotProduct_mulVec, shift_eig h, dotProduct_smul, h.orth,
      smul_eq_mul]
  -- the shifted Hamiltonian multiplies each amplitude by its level distance
  have amp : ∀ i, ψ i ⬝ᵥ (H - ε • S) *ᵥ v = (e i - ε) * (ψ i ⬝ᵥ S *ᵥ v) := by
    intro i
    calc ψ i ⬝ᵥ (H - ε • S) *ᵥ v = v ⬝ᵥ (ψ i ᵥ* (H - ε • S)) := by
          rw [Matrix.dotProduct_mulVec, dotProduct_comm]
      _ = ∑ j, (ψ j ⬝ᵥ S *ᵥ v) * (ψ j ⬝ᵥ (ψ i ᵥ* (H - ε • S))) := dot_expand h v _
      _ = (e i - ε) * (ψ i ⬝ᵥ S *ᵥ v) := by
          simp only [key, mul_ite, mul_one, mul_zero, Finset.sum_ite_eq, Finset.mem_univ,
            if_true]
          ring
  rw [dot_expand h v ((H - ε • S) *ᵥ v)]
  refine Finset.sum_congr rfl fun i _ => ?_
  rw [amp i]
  ring
```

Let $g$ label the ground state and $f$ the first excited state, with $e_f\le e_i$ for every $i\ne g$. To first order in $v$, keeping $\psi_g+v$ normalised in $S$ requires $\langle\psi_g,Sv\rangle=0$, which means $a_g=0$. Since $\langle v,Sv\rangle=\sum_i a_i^2$,

$$(e_f-e_g)\langle v,Sv\rangle=\sum_{i\neq g}(e_f-e_g)a_i^2\le\sum_{i\neq g}(e_i-e_g)a_i^2=\langle v,(H-e_gS)v\rangle .$$

Lean compares the sums term by term: the term $i=g$ vanishes on both sides, and the others follow from $e_f\le e_i$ and $a_i^2\ge0$.

```lean
/-- If every level other than that of `g` is at least `e f`, a displacement `v` that is
`S`-orthogonal to the state `g` has `⟨v, (H - e g S) v⟩` at least `(e f - e g) ⟨v, S v⟩`. -/
theorem IsEigenbasis.gap_inequality (h : IsEigenbasis H S e ψ) {g f : n}
    (hlev : ∀ i, i ≠ g → e f ≤ e i) {v : n → ℝ} (hv : ψ g ⬝ᵥ S *ᵥ v = 0) :
    (e f - e g) * (v ⬝ᵥ S *ᵥ v) ≤ v ⬝ᵥ (H - e g • S) *ᵥ v := by
  rw [h.shifted_energy, dot_expand h v (S *ᵥ v), Finset.mul_sum]
  refine Finset.sum_le_sum fun i _ => ?_
  by_cases hi : i = g
  · subst hi
    simp [hv]
  · nlinarith [mul_nonneg (sub_nonneg.mpr (hlev i hi)) (sq_nonneg (ψ i ⬝ᵥ S *ᵥ v))]
```

## From the overlap metric to the plain norm

Dividing by $\langle v,v\rangle$ requires it to be positive, which holds for every nonzero real vector.

```lean
omit [DecidableEq n] in
private theorem self_pos {v : n → ℝ} (hv : v ≠ 0) : 0 < v ⬝ᵥ v := by
  have h0 : 0 ≤ v ⬝ᵥ v := Finset.sum_nonneg fun i _ => mul_self_nonneg (v i)
  exact lt_of_le_of_ne h0 fun h => hv (dotProduct_self_eq_zero.mp h.symm)
```

Now assume $e_g<e_f$ and, for all $v$,

$$s_{\min}\langle v,v\rangle\le\langle v,Sv\rangle\le s_{\max}\langle v,v\rangle,\qquad s_{\min}>0 .$$

Physically, $s_{\min}$ and $s_{\max}$ limit how far the augmentation charges can shrink or stretch the norm of an orbital. Multiplying the lower bound by the positive gap and applying the gap inequality gives, for every allowed nonzero $v$,

$$k_{e_g}(v)\ge(e_f-e_g)s_{\min}>0 .$$

The state $\psi_f$ is itself allowed. Since $\langle\psi_f,S\psi_f\rangle=1$,

$$k_{e_g}(\psi_f)=\frac{e_f-e_g}{\|\psi_f\|^2}.$$

The upper bound on $S$ gives $1\le s_{\max}\|\psi_f\|^2$, so this value is at most $(e_f-e_g)s_{\max}$. The theorem states these facts as one conjunction. The upper bound concerns $\psi_f$, not every displacement.

```lean
/-- Let `⟨v, S v⟩` lie between `smin ⟨v, v⟩` and `smax ⟨v, v⟩` for all `v`, with `smin > 0`. Nonzero
displacements `S`-orthogonal to the ground state have stiffness at least the positive number `(e f -
e g) smin`. The first excited state is such a displacement, and its stiffness is `(e f - e g) / ‖ψ
f‖²`, at most `(e f - e g) smax`. -/
theorem stiffness_bounds (h : IsEigenbasis H S e ψ) {g f : n} (hgap : e g < e f)
    (hlev : ∀ i, i ≠ g → e f ≤ e i) {smin smax : ℝ} (hs : 0 < smin)
    (hmin : ∀ v : n → ℝ, smin * (v ⬝ᵥ v) ≤ v ⬝ᵥ S *ᵥ v)
    (hmax : ∀ v : n → ℝ, v ⬝ᵥ S *ᵥ v ≤ smax * (v ⬝ᵥ v)) :
    0 < (e f - e g) * smin ∧
    (∀ v : n → ℝ, v ≠ 0 → ψ g ⬝ᵥ S *ᵥ v = 0 →
      (e f - e g) * smin ≤ stiffness H S (e g) v) ∧
    (ψ f ≠ 0 ∧ ψ g ⬝ᵥ S *ᵥ ψ f = 0) ∧
    stiffness H S (e g) (ψ f) = (e f - e g) / (ψ f ⬝ᵥ ψ f) ∧
    stiffness H S (e g) (ψ f) ≤ (e f - e g) * smax := by
  have hd : 0 < e f - e g := sub_pos.mpr hgap
  have hone : ψ f ⬝ᵥ S *ᵥ ψ f = 1 := by rw [h.orth, if_pos rfl]
  have hf : ψ f ≠ 0 := by
    intro h0
    rw [h0, zero_dotProduct] at hone
    exact zero_ne_one hone
  have hgf : g ≠ f := fun hh => by
    rw [hh] at hgap
    exact lt_irrefl _ hgap
  have hval : stiffness H S (e g) (ψ f) = (e f - e g) / (ψ f ⬝ᵥ ψ f) := by
    unfold stiffness
    rw [shift_eig h, dotProduct_smul, hone, smul_eq_mul, mul_one]
  refine ⟨mul_pos hd hs, ?_, ⟨hf, by rw [h.orth, if_neg hgf]⟩, hval, ?_⟩
  · intro v hv hc
    unfold stiffness
    rw [le_div_iff₀ (self_pos hv)]
    -- first the lower bound on `S`, then the gap
    have h1 := mul_le_mul_of_nonneg_left (hmin v) hd.le
    have h2 := h.gap_inequality hlev hc
    linarith
  · rw [hval, div_le_iff₀ (self_pos hf)]
    have h1 := mul_le_mul_of_nonneg_left (hmax (ψ f)) hd.le
    rw [hone] at h1
    linarith
```

## Frequency of a constrained mode

With kinetic energy $\mu\langle\dot\varphi,\dot\varphi\rangle$ and energy $\langle\varphi,H\varphi\rangle$, an orbital $\varphi$ obeys $\mu\ddot\varphi=-H\varphi+\lambda S\varphi$, where $\lambda$ is the multiplier for $\langle\varphi,S\varphi\rangle=1$. Linearising about $\psi_g$, where $\lambda=e_g$, a normal mode $v$ of frequency $\omega$ satisfies

$$(H-e_gS)v=\mu\omega^2v+\Lambda S\psi_g,$$

where $\Lambda$ is the first-order change of the Lagrange multiplier that keeps the orbital normalised. Take the inner product with $v$. The constraint term vanishes because $\langle v,S\psi_g\rangle=\langle\psi_g,Sv\rangle=0$, leaving

$$\mu\omega^2\langle v,v\rangle=\langle v,(H-e_gS)v\rangle\ge(e_f-e_g)s_{\min}\langle v,v\rangle .$$

Dividing by $\mu\langle v,v\rangle$ gives $\omega^2\ge(e_f-e_g)s_{\min}/\mu$. The mode equation is a hypothesis of the theorem; its derivation from a Lagrangian is not formalised. For an orbital holding two electrons the energy is doubled, so $\mu$ here is half the coefficient of $\langle\dot\varphi,\dot\varphi\rangle$ in the kinetic energy.

In a molecular dynamics code, the multiplier term appears as the correction along $S\psi$ that restores orthonormality after each time step. If the code gives every basis function the same fictitious mass, the bound can guide the choice of that mass, once it is converted to the convention for $\mu$ used here: a static diagonalisation supplies the gap, and the smallest eigenvalue of $S$ supplies $s_{\min}$. Moving ions, several occupied orbitals and the self-consistent response of $H$ all require a further analysis.

```lean
/-- A normal mode of fictitious orbital dynamics with mass `μ`, constrained by a force `Λ S ψ g` to
stay `S`-orthogonal to the ground state, has squared frequency at least `(e f - e g) smin / μ`,
where `smin ⟨v, v⟩ ≤ ⟨v, S v⟩` for all `v`. -/
theorem mode_frequency_bound (h : IsEigenbasis H S e ψ) {g f : n} (hgap : e g < e f)
    (hlev : ∀ i, i ≠ g → e f ≤ e i) {smin μ ω Λ : ℝ} (hμ : 0 < μ)
    (hmin : ∀ v : n → ℝ, smin * (v ⬝ᵥ v) ≤ v ⬝ᵥ S *ᵥ v)
    {v : n → ℝ} (hv : v ≠ 0) (hc : ψ g ⬝ᵥ S *ᵥ v = 0)
    (hmode : (H - e g • S) *ᵥ v = (μ * ω ^ 2) • v + Λ • (S *ᵥ ψ g)) :
    (e f - e g) * smin / μ ≤ ω ^ 2 := by
  have h1 := mul_le_mul_of_nonneg_left (hmin v) (sub_pos.mpr hgap).le
  have h2 := h.gap_inequality hlev hc
  -- the constraint force does no work along the mode
  rw [hmode, dotProduct_add, dotProduct_smul, dotProduct_smul, h.overlap_symm, hc,
    smul_eq_mul, smul_eq_mul, mul_zero, add_zero] at h2
  rw [div_le_iff₀ hμ]
  have h3 : (e f - e g) * smin * (v ⬝ᵥ v) ≤ (ω ^ 2 * μ) * (v ⬝ᵥ v) := by linarith
  exact le_of_mul_le_mul_right h3 (self_pos hv)
```

## A model with two basis functions

Take

$$H=\begin{pmatrix}1&1\\1&3\end{pmatrix},\qquad S=\begin{pmatrix}1&1\\1&2\end{pmatrix},$$

with $\psi_g=(1,0)$, $\psi_f=(-1,1)$ and levels 1 and 2. The overlap lies between $s_{\min}=1/3$ and $s_{\max}=3$, so the assumptions of the stiffness theorem are met. The constraint reads $v_0+v_1=0$, so every allowed displacement is a multiple of $\psi_f$. Since $\|\psi_f\|^2=2$, its stiffness is $1/2$. Lean checks the eigenbasis entry by entry and the two bounds on $S$ by completing squares.

```lean
/-- A two-function model with non-diagonal overlap has levels 1 and 2, an `S`-orthonormal
eigenbasis, and an overlap between 1/3 and 3. -/
theorem stiffness_bounds_witness :
    IsEigenbasis (!![1, 1; 1, 3] : Matrix (Fin 2) (Fin 2) ℝ) !![1, 1; 1, 2]
      ![1, 2] ![![1, 0], ![-1, 1]] ∧
    (∀ v : Fin 2 → ℝ, 1 / 3 * (v ⬝ᵥ v) ≤ v ⬝ᵥ !![1, 1; 1, 2] *ᵥ v) ∧
    (∀ v : Fin 2 → ℝ, v ⬝ᵥ !![1, 1; 1, 2] *ᵥ v ≤ 3 * (v ⬝ᵥ v)) := by
  refine ⟨⟨?_, ?_⟩, ?_, ?_⟩
  · intro i
    ext a
    fin_cases i <;> fin_cases a <;>
      norm_num [Matrix.mulVec, dotProduct, Fin.sum_univ_two]
  · intro i j
    fin_cases i <;> fin_cases j <;>
      norm_num [Matrix.mulVec, dotProduct, Fin.sum_univ_two]
  · intro v
    simp [Matrix.mulVec, dotProduct, Fin.sum_univ_two]
    nlinarith [sq_nonneg (v 0 + 3 / 2 * v 1), sq_nonneg (v 1)]
  · intro v
    simp [Matrix.mulVec, dotProduct, Fin.sum_univ_two]
    nlinarith [sq_nonneg (v 0 - v 1), sq_nonneg (v 0)]

end

end UltrasoftStiffness
```

```lean
#print axioms UltrasoftStiffness.stiffness_bounds
#print axioms UltrasoftStiffness.mode_frequency_bound
```

```
'UltrasoftStiffness.stiffness_bounds' depends on axioms: [propext, Classical.choice, Quot.sound]
'UltrasoftStiffness.mode_frequency_bound' depends on axioms: [propext, Classical.choice, Quot.sound]
```
